# A Hermitian projector on a finite-dimensional space is the sum of |φᵢ⟩⟨φᵢ| over any orthonormal basis of its range

The theorem `eq_densityMatrix` takes a complex matrix `P` with finitely many rows and columns that is Hermitian and satisfies `P * P = P`, and a finite family of orthonormal orbitals `φ` that spans the range of `P`. It states that `P` equals the density matrix with entries ∑ᵢ φᵢ(r) φᵢ(r')*. Each orbital enters with weight one, so the trace of this matrix is the number of orbitals and not, in general, one. Writing Q for the density matrix, the proof shows that QP = P, that PQ = Q and that Q is Hermitian, then takes the adjoint of the first equation to get PQ = P, and hence P = Q.

Lean 4 with Mathlib refuses this proof:

```lean
import Mathlib

open Matrix

namespace EqDensityMatrix

noncomputable section

variable {ι κ : Type*} [Fintype ι] [Fintype κ]

/-- The density matrix `∑ᵢ φᵢ(r) φᵢ(r')*` of a family of orbitals. -/
def densityMatrix (φ : κ → ι → ℂ) : Matrix ι ι ℂ :=
  fun r r' => ∑ i, φ i r * star (φ i r')

/-- The orbitals are normalised and mutually orthogonal. -/
def OrthonormalOrbitals [DecidableEq κ] (φ : κ → ι → ℂ) : Prop :=
  ∀ i j, ∑ r, star (φ i r) * φ j r = if i = j then 1 else 0

/-- The orbitals form an orthonormal basis of the range of `P`. -/
structure IsOrbitalBasis [DecidableEq κ] (P : Matrix ι ι ℂ) (φ : κ → ι → ℂ) : Prop where
  orthonormal : OrthonormalOrbitals φ
  span_eq : Submodule.span ℂ (Set.range φ) = LinearMap.range P.mulVecLin

variable [DecidableEq κ]

/-- A Hermitian projector is the density matrix of any orthonormal basis of its range. -/
theorem eq_densityMatrix {P : Matrix ι ι ℂ} {φ : κ → ι → ℂ} (hP : P.IsHermitian)
    (hPP : P * P = P) (hb : IsOrbitalBasis P φ) : P = densityMatrix φ := by
  classical
  -- the density matrix fixes every vector in the span of the orbitals
  have hfix : ∀ v ∈ Submodule.span ℂ (Set.range φ), densityMatrix φ *ᵥ v = v := by
    intro v hv
    induction hv using Submodule.span_induction with
    | mem x hx =>
      obtain ⟨j, rfl⟩ := hx
      ext r
      calc ∑ r', (∑ i, φ i r * star (φ i r')) * φ j r'
          = ∑ i, φ i r * ∑ r', star (φ i r') * φ j r' := by
            simp only [Finset.sum_mul, Finset.mul_sum, mul_assoc]
            exact Finset.sum_comm
        _ = φ j r := by simp [hb.orthonormal _ j]
    | zero => exact Matrix.mulVec_zero _
    | add x y _ _ hx hy => rw [Matrix.mulVec_add, hx, hy]
    | smul c x _ hx => rw [Matrix.mulVec_smul, hx]
  have hQP : densityMatrix φ * P = P := by
    ext r r'
    have h := congrFun (hfix (P *ᵥ Pi.single r' 1)
      (by rw [hb.span_eq]; exact ⟨Pi.single r' 1, rfl⟩)) r
    rw [Matrix.mulVec_mulVec] at h
    simpa [Matrix.mulVec_single_one] using h
  -- the projector fixes every orbital
  have hPφ : ∀ i, P *ᵥ φ i = φ i := by
    intro i
    have hi : φ i ∈ LinearMap.range P.mulVecLin := by
      rw [← hb.span_eq]
      exact Submodule.subset_span ⟨i, rfl⟩
    obtain ⟨v, hv⟩ := hi
    rw [← hv, Matrix.mulVecLin_apply, Matrix.mulVec_mulVec, hPP]
  have hPQ : P * densityMatrix φ = densityMatrix φ := by
    ext r r'
    calc ∑ s, P r s * ∑ i, φ i s * star (φ i r')
        = ∑ i, (P *ᵥ φ i) r * star (φ i r') := by
          simp only [Matrix.mulVec, dotProduct, Finset.sum_mul, Finset.mul_sum, mul_assoc]
          exact Finset.sum_comm
      _ = densityMatrix φ r r' := by simp only [hPφ, densityMatrix]
  have hQ : (densityMatrix φ)ᴴ = densityMatrix φ := by
    ext r r'
    simp only [Matrix.conjTranspose_apply, densityMatrix, star_sum, star_mul', star_star,
      mul_comm]
  have h := congrArg Matrix.conjTranspose hQP
  rw [Matrix.conjTranspose_mul, hQ, hP.eq, hPQ] at h
  exact h.symm

end

end EqDensityMatrix
```

The error:

```
Main.lean:41:21: error: unsolved goals
ι : Type u_1
κ : Type u_2
inst✝² : Fintype ι
inst✝¹ : Fintype κ
inst✝ : DecidableEq κ
P : Matrix ι ι ℂ
φ : κ → ι → ℂ
hP : P.IsHermitian
hPP : P * P = P
hb : IsOrbitalBasis P φ
v : ι → ℂ
j : κ
r : ι
⊢ ∑ x, φ x r * ∑ x_1, (starRingEnd ℂ) (φ x x_1) * φ j x_1 = φ j r
Main.lean:41:30: warning: This simp argument is unused:
  hb.orthonormal _ j

Hint: Omit it from the simp argument list.
  [apply] simp

Note: This linter can be disabled with `set_option linter.unusedSimpArgs false`
```

The mended proof, as a diff:

```diff
@@ -39,5 +39,9 @@
             simp only [Finset.sum_mul, Finset.mul_sum, mul_assoc]
             exact Finset.sum_comm
-        _ = φ j r := by simp [hb.orthonormal _ j]
+        _ = φ j r := by
+            have h : ∀ i, ∑ r', star (φ i r') * φ j r' = if i = j then 1 else 0 :=
+              fun i => hb.orthonormal i j
+            simp only [h, mul_ite, mul_one, mul_zero, Finset.sum_ite_eq', Finset.mem_univ,
+              if_true]
     | zero => exact Matrix.mulVec_zero _
     | add x y _ _ hx hy => rw [Matrix.mulVec_add, hx, hy]
```

The error is in the step showing that Q leaves each orbital φⱼ unchanged. There the overlaps ∑ φᵢ(r')* φⱼ(r') have to be replaced by 1 or 0, which is what `hb.orthonormal _ j` says. That fact is written with `star`, but plain `simp` also uses its default lemmas, and these turn `star` on the complex numbers into `starRingEnd ℂ`, as the remaining goal shows. The two mean the same conjugation, but the overlap in the goal no longer has the form that the orthonormality fact rewrites. Hence the warning that this argument is unused. It is needed, so following the hint and removing it would not help.

The repair uses `simp only` with a list that leaves `star` alone, so the overlaps match and are replaced. The other lemmas in the list then multiply out the 1 or 0 and reduce the sum to its single term with `i = j`, which is `φ j r`. The new `have` states the same orthonormality relation for every `i`; writing it out separately is tidying.
